# Every conserved bond current on the naphthalene carbon graph is a unique combination of two ring currents

A bond current needs a direction before it has a sign. Here a current is a real number \(J_{ij}\) for every ordered pair of carbons, read as the flow from \(i\) to \(j\). No bond needs a preferred direction, but most such arrays are not physical currents, so the physics enters as conditions on \(J\).

The ten carbons are numbered 0 to 9 around the perimeter, and the shared bond joins 0 and 5. In the usual chemical numbering, 0 is position 8a, 1 to 4 keep their numbers, 5 is 4a, and 6 to 9 are positions 5 to 8. Hydrogens are left out.

In Lean 4 with Mathlib:

```lean
import Mathlib

open Finset

namespace NaphthaleneRingCurrents

noncomputable section

/-- The eleven carbon-carbon bonds of naphthalene: ten along the perimeter, and the shared
bond between carbons 0 and 5. -/
def bonds : List (Fin 10 × Fin 10) :=
  [(0, 1), (1, 2), (2, 3), (3, 4), (4, 5), (5, 6), (6, 7), (7, 8), (8, 9), (9, 0), (0, 5)]

/-- Two carbons are bonded if the pair is listed in either order. -/
abbrev Bonded (i j : Fin 10) : Prop := (i, j) ∈ bonds ∨ (j, i) ∈ bonds

/-- A real number `J i j` for each ordered pair of carbons: the current from `i` to `j`. -/
abbrev Current := Fin 10 → Fin 10 → ℝ
```

Three conditions make `J : Current` a conserved bond current, `IsBondCurrent J`:

- \(J_{ij}=-J_{ji}\): a flow counted backwards changes sign.
- \(J_{ij}=0\) if \(i\) and \(j\) are not bonded: current runs only along the carbon skeleton.
- \(\sum_j J_{ij}=0\) at each carbon \(i\): in a steady state no charge piles up on an atom.

```lean
/-- A conserved bond current: antisymmetric, zero between carbons that are not bonded, and
with no net outflow at any carbon (Kirchhoff's law). -/
structure IsBondCurrent (J : Current) : Prop where
  antisymm : ∀ i j, J i j = -J j i
  support : ∀ i j, ¬ Bonded i j → J i j = 0
  kirchhoff : ∀ i, ∑ j, J i j = 0
```

For a list \(l\) of directed steps, let \(C^l_{ij}\) be 1 if \((i,j)\) is in \(l\) and 0 otherwise, minus the same expression for \((j,i)\). This is `circulation l`. Three lists give unit currents: \(R_1\) and \(R_2\) around the six-rings, and \(P\) around the perimeter. All three follow the sense of the numbering, so the two rings have equal orientation.

```lean
/-- The sum of unit currents along the directed steps of a list: a repeated step counts once, and a
step and its reverse cancel. -/
def circulation (l : List (Fin 10 × Fin 10)) : Current := fun i j =>
  (if (i, j) ∈ l then 1 else 0) - (if (j, i) ∈ l then 1 else 0)

/-- Unit circulation around the first six-ring, in the sense of the perimeter numbering. -/
def R₁ : Current := circulation [(0, 1), (1, 2), (2, 3), (3, 4), (4, 5), (5, 0)]

/-- Unit circulation around the second six-ring, in the sense of the perimeter numbering. -/
def R₂ : Current := circulation [(5, 6), (6, 7), (7, 8), (8, 9), (9, 0), (0, 5)]

/-- Unit circulation around the ten-carbon perimeter, in the sense of the numbering. -/
def P : Current := circulation
  [(0, 1), (1, 2), (2, 3), (3, 4), (4, 5), (5, 6), (6, 7), (7, 8), (8, 9), (9, 0)]
```

The model fixes neither units nor the sign of the charge carriers. It describes net currents on a graph, not a current density in space, and it does not derive the ring currents from a magnetic field or turn them into chemical shifts.

## (a) Closed circuits conserve current

Let every step of \(l\) run along a bond, and let \(l\) contain as many different steps out of each carbon as into it (a repeated step counts once, as it does in \(C^l\)). Show that \(C^l\) is a conserved bond current, in particular that
\[
\sum_j C^l_{ij}=0\quad\text{for every } i .
\]

**Solution.** Exchanging \(i\) and \(j\) exchanges the two terms of \(C^l_{ij}\), which gives antisymmetry. If \(i\) and \(j\) are not bonded, neither \((i,j)\) nor \((j,i)\) is in \(l\), so both terms vanish. Summed over \(j\), the first term counts the different steps out of \(i\) and the second the different steps into \(i\). These numbers are equal.

In the code, `hb` is the condition on bonds and `hk` the balance of steps; `Finset.sum_boole` turns the sums into counts.

```lean
/-- If every step of a list runs along a bond and, with repeated steps counted once, as many steps
leave each carbon as enter it, then the circulation is a conserved bond current. -/
theorem circulation_isBondCurrent (l : List (Fin 10 × Fin 10))
    (hb : ∀ e ∈ l, Bonded e.1 e.2)
    (hk : ∀ i, (univ.filter fun j => (i, j) ∈ l).card =
      (univ.filter fun j => (j, i) ∈ l).card) :
    IsBondCurrent (circulation l) where
  antisymm i j := by
    unfold circulation
    ring
  support i j h := by
    have h1 : (i, j) ∉ l := fun m => h (hb _ m)
    have h2 : (j, i) ∉ l := fun m => h (Or.symm (hb _ m))
    simp [circulation, h1, h2]
  kirchhoff i := by
    simp only [circulation, Finset.sum_sub_distrib, Finset.sum_boole, hk i, sub_self]
```

## (b) Combining the two rings

Show that for all real \(a,b\) the current
\[
aR_1+bR_2
\]
is a conserved bond current.

**Solution.** Each ring enters and leaves each of its six carbons once and does not touch the other four, so (a) applies to both. The three conditions are linear and homogeneous in \(J\), so they survive multiplication by \(a\) and \(b\) and addition.

The finite checks on the two lists are done by `decide +kernel`, and the three bullets treat the three conditions in turn.

```lean
/-- Every real combination of the two six-ring circulations is a conserved bond current. -/
theorem ring_combination (a b : ℝ) : IsBondCurrent (a • R₁ + b • R₂) := by
  have h1 : IsBondCurrent R₁ :=
    circulation_isBondCurrent _ (by decide +kernel) (by decide +kernel)
  have h2 : IsBondCurrent R₂ :=
    circulation_isBondCurrent _ (by decide +kernel) (by decide +kernel)
  refine ⟨fun i j => ?_, fun i j h => ?_, fun i => ?_⟩
  · simp only [Pi.add_apply, Pi.smul_apply, smul_eq_mul]
    linear_combination a * h1.antisymm i j + b * h2.antisymm i j
  · simp [h1.support i j h, h2.support i j h]
  · simp [Finset.sum_add_distrib, ← Finset.mul_sum, h1.kirchhoff, h2.kirchhoff]
```

## (c) Eleven numbers determine a current

Let \(J\) and \(K\) be conserved bond currents with \(J_{ij}=K_{ij}\) for the eleven pairs in `bonds`. Show that
\[
J=K .
\]

**Solution.** Take any ordered pair \((i,j)\). If it is listed, the values agree by assumption. If \((j,i)\) is listed, then \(J_{ij}=-J_{ji}=-K_{ji}=K_{ij}\). If neither is listed, both values are zero. The proof makes the same three-way split.

```lean
/-- Two conserved bond currents that agree on the eleven listed bonds are equal. -/
theorem eq_of_eq_on_bonds {J K : Current} (hJ : IsBondCurrent J) (hK : IsBondCurrent K)
    (hb : ∀ e ∈ bonds, J e.1 e.2 = K e.1 e.2) : J = K := by
  funext i j
  by_cases h : Bonded i j
  · rcases h with h | h
    · exact hb _ h
    · have e : J j i = K j i := hb _ h
      rw [hJ.antisymm i j, hK.antisymm i j, e]
  · rw [hJ.support i j h, hK.support i j h]
```

## (d) A carbon with two neighbours

Let \(p\ne q\), and let carbon \(i\) have no neighbours other than \(p\) and \(q\). Show that a conserved bond current satisfies
\[
J_{pi}=J_{iq}.
\]

**Solution.** Only two terms of Kirchhoff's law at \(i\) can be nonzero, so \(J_{ip}+J_{iq}=0\). By antisymmetry \(J_{pi}=-J_{ip}=J_{iq}\).

The statement `hs` reduces the sum over all ten carbons to the sum over \(\{p,q\}\), and `linarith` does the last line.

```lean
/-- A carbon `i` whose only neighbours are two distinct carbons `p` and `q` passes a conserved
current on unchanged: what arrives from `p` leaves to `q`. -/
theorem series_law {J : Current} (hJ : IsBondCurrent J) (p i q : Fin 10) (hpq : p ≠ q)
    (hn : ∀ j, Bonded i j → j = p ∨ j = q) : J p i = J i q := by
  have hs : ∑ j ∈ {p, q}, J i j = ∑ j, J i j := by
    apply Finset.sum_subset (Finset.subset_univ _)
    intro j _ hj
    simp only [Finset.mem_insert, Finset.mem_singleton] at hj
    exact hJ.support i j fun h => hj (hn j h)
  rw [Finset.sum_pair hpq, hJ.kirchhoff i] at hs
  linarith [hJ.antisymm p i]
```

## (e) Reading the ring currents off two bonds

Show that every conserved bond current satisfies
\[
J=J_{12}R_1+J_{67}R_2 .
\]

**Solution.** Apply (d) at carbons 1, 2, 3, 4 and then at 6, 7, 8, 9:
\[
J_{01}=J_{12}=J_{23}=J_{34}=J_{45},\qquad
J_{56}=J_{67}=J_{78}=J_{89}=J_{90}.
\]
Carbon 0 has the neighbours 1, 5 and 9, so \(J_{01}+J_{05}+J_{09}=0\). With \(J_{09}=-J_{90}\) this gives \(J_{05}=J_{67}-J_{12}\).

Now compare with the right-hand side. On the first five perimeter bonds \(R_1\) is 1 and \(R_2\) is 0; on the next five it is the other way round. From 0 to 5, \(R_1\) is \(-1\) and \(R_2\) is \(+1\). Both sides agree on all eleven bonds. The right-hand side is a conserved bond current by (b), so (c) gives equality.

In the code, `h1` to `h9` are the eight uses of (d), `hs` is Kirchhoff's law at carbon 0, and `rcases` splits the comparison into eleven cases.

```lean
/-- A conserved bond current is the sum of the two ring circulations, weighted by the currents
read off on the outer bonds 1-2 and 6-7. -/
theorem eq_ring_currents {J : Current} (hJ : IsBondCurrent J) :
    J = J 1 2 • R₁ + J 6 7 • R₂ := by
  -- the current is constant along each outer path
  have h1 := series_law hJ 0 1 2 (by decide) (by decide +kernel)
  have h2 := series_law hJ 1 2 3 (by decide) (by decide +kernel)
  have h3 := series_law hJ 2 3 4 (by decide) (by decide +kernel)
  have h4 := series_law hJ 3 4 5 (by decide) (by decide +kernel)
  have h6 := series_law hJ 5 6 7 (by decide) (by decide +kernel)
  have h7 := series_law hJ 6 7 8 (by decide) (by decide +kernel)
  have h8 := series_law hJ 7 8 9 (by decide) (by decide +kernel)
  have h9 := series_law hJ 8 9 0 (by decide) (by decide +kernel)
  -- Kirchhoff's law at the junction carbon 0 fixes the shared bond
  have hs : ∑ j ∈ {1, 5, 9}, J 0 j = ∑ j, J 0 j := by
    apply Finset.sum_subset (Finset.subset_univ _)
    intro j _ hj
    have hn : ∀ j : Fin 10, j ∉ ({1, 5, 9} : Finset (Fin 10)) → ¬ Bonded 0 j := by
      decide +kernel
    exact hJ.support 0 j (hn j hj)
  rw [Finset.sum_insert (by decide), Finset.sum_pair (by decide), hJ.kirchhoff 0] at hs
  have h0 := hJ.antisymm 0 9
  apply eq_of_eq_on_bonds hJ (ring_combination _ _)
  intro e he
  simp only [bonds, List.mem_cons, List.not_mem_nil, or_false] at he
  rcases he with rfl | rfl | rfl | rfl | rfl | rfl | rfl | rfl | rfl | rfl | rfl <;>
    simp [R₁, R₂, circulation] <;> linarith
```

## (f) One and only one pair of ring currents

Show that, for an arbitrary array \(J\),
\[
J\text{ is a conserved bond current}\iff \exists!\,(a,b)\in\mathbb R^2:\; J=aR_1+bR_2 .
\]

**Solution.** If \(J\) is conserved, (e) supplies the pair \((J_{12},J_{67})\). If also \(J=aR_1+bR_2\), the bond from 1 to 2 belongs only to the first ring and gives \(a=J_{12}\); the bond from 6 to 7 gives \(b=J_{67}\). So there is no second pair. The converse is (b).

The pair is `p : ℝ × ℝ`, with \(a\) as `p.1` and \(b\) as `p.2`. The two `congrFun` lines evaluate the equation on the two outer bonds.

For a conserved bond current on this graph, the values on two outer bonds, one from each ring, therefore give the whole current pattern.

```lean
/-- A current on naphthalene is a conserved bond current exactly when it is `a R₁ + b R₂` for
one and only one pair of real ring currents `(a, b)`. -/
theorem isBondCurrent_iff_existsUnique (J : Current) :
    IsBondCurrent J ↔ ∃! p : ℝ × ℝ, J = p.1 • R₁ + p.2 • R₂ := by
  constructor
  · intro hJ
    refine ⟨(J 1 2, J 6 7), eq_ring_currents hJ, ?_⟩
    rintro ⟨a, b⟩ h
    have h : J = a • R₁ + b • R₂ := h
    -- each outer bond sees only its own ring
    have h1 := congrFun (congrFun h 1) 2
    have h2 := congrFun (congrFun h 6) 7
    simp [R₁, R₂, circulation] at h1 h2
    exact Prod.ext h1.symm h2.symm
  · rintro ⟨p, hp, -⟩
    have hp : J = p.1 • R₁ + p.2 • R₂ := hp
    rw [hp]
    exact ring_combination _ _
```

## (g) The shared bond

Show that the current on the shared bond has magnitude
\[
\bigl|(aR_1+bR_2)_{05}\bigr|=|a-b| .
\]

**Solution.** From 0 to 5 the first ring contributes \(-a\) and the second \(+b\). The current is \(b-a\), and its magnitude is \(|a-b|\).

Take \(a=5\) and \(b=3\) in arbitrary units. The current from 0 to 5 is \(-2\), so 2 units flow from 5 to 0. The outflows from carbon 0 towards 1, 5 and 9 are \(5\), \(-2\) and \(-3\), with sum zero. In the limiting case \(b=0\) only the first ring carries current, and its shared bond carries \(|a|\) like its other five.

```lean
/-- With ring currents `a` and `b`, the shared bond carries a current of magnitude
`|a - b|`. -/
theorem shared_bond (a b : ℝ) : |(a • R₁ + b • R₂) 0 5| = |a - b| := by
  have h : (a • R₁ + b • R₂) 0 5 = b - a := by
    simp [R₁, R₂, circulation]
    ring
  rw [h, abs_sub_comm]
```

## (h) The perimeter in terms of the rings

\(P\) was defined by its own list of ten steps. Show that
\[
P=R_1+R_2 .
\]

**Solution.** The perimeter enters and leaves every carbon once, so \(P\) is a conserved bond current by (a). Since \(P_{12}=P_{67}=1\), (e) gives the result. In the picture, the two rings cross the shared bond in opposite directions and cancel there.

```lean
/-- The perimeter circulation is the sum of the two six-ring circulations. -/
theorem perimeter_eq : P = R₁ + R₂ := by
  have hP : IsBondCurrent P :=
    circulation_isBondCurrent _ (by decide +kernel) (by decide +kernel)
  have h := eq_ring_currents hP
  have h1 : P 1 2 = 1 := by simp [P, circulation]
  have h2 : P 6 7 = 1 := by simp [P, circulation]
  rwa [h1, h2, one_smul, one_smul] at h
```

## (i) Three circuits, one free parameter

Let \(J\) be a conserved bond current and \(x,y,z\) real. Show that
\[
J=xR_1+yR_2+zP\iff x=J_{12}-z\ \text{ and }\ y=J_{67}-z .
\]

**Solution.** From left to right, read the same two bonds: \(J_{12}=x+z\) and \(J_{67}=y+z\). From right to left, insert \(P=R_1+R_2\):
\[
(J_{12}-z)R_1+(J_{67}-z)R_2+z(R_1+R_2)=J_{12}R_1+J_{67}R_2=J .
\]
Every real \(z\) is allowed, and each fixes \(x\) and \(y\). In the code, `module` does this regrouping.

The current with ring values 5 and 3 has, among others, these descriptions:

| \(x\) | \(y\) | \(z\) |
|---|---|---|
| 5 | 3 | 0 |
| 2 | 0 | 3 |
| 0 | −2 | 5 |

The second is a perimeter current with an extra current in one ring; the third is a stronger perimeter current with an opposing current in the other ring. The bond currents are identical. Even \(J=0\) has the descriptions \((-z,-z,z)\). In this graph model, then, the share of a current pattern assigned to the perimeter is a convention that the bond currents alone do not settle.

```lean
/-- With the perimeter as a third circuit, the coefficient `z` of `P` is free, and it fixes the
other two: they are the currents on the outer bonds 1-2 and 6-7, each reduced by `z`. -/
theorem three_circuits {J : Current} (hJ : IsBondCurrent J) (x y z : ℝ) :
    J = x • R₁ + y • R₂ + z • P ↔ x = J 1 2 - z ∧ y = J 6 7 - z := by
  constructor
  · intro h
    have h1 := congrFun (congrFun h 1) 2
    have h2 := congrFun (congrFun h 6) 7
    simp [R₁, R₂, P, circulation] at h1 h2
    constructor <;> linarith
  · rintro ⟨rfl, rfl⟩
    calc J = J 1 2 • R₁ + J 6 7 • R₂ := eq_ring_currents hJ
      _ = (J 1 2 - z) • R₁ + (J 6 7 - z) • R₂ + z • P := by
        rw [perimeter_eq]
        module
```

## (j) When the shared bond carries nothing

Show that a conserved bond current satisfies
\[
J_{05}=0\iff \exists\,c\in\mathbb R:\; J=cP .
\]

**Solution.** By (e), \(J_{05}=J_{67}-J_{12}\). If this vanishes, both ring currents equal \(c=J_{12}\), and \(J=c(R_1+R_2)=cP\) by (h). Conversely, the shared bond is not a step of the perimeter, so \(P_{05}=0\) and \((cP)_{05}=0\).

In the code, `hab` is the equality of the two ring currents. The case \(c=0\) is the zero current.

```lean
/-- A conserved bond current leaves the shared bond currentless exactly when it is a multiple of
the perimeter circulation. -/
theorem shared_bond_zero_iff {J : Current} (hJ : IsBondCurrent J) :
    J 0 5 = 0 ↔ ∃ c : ℝ, J = c • P := by
  constructor
  · intro h0
    have hE := eq_ring_currents hJ
    have h5 := congrFun (congrFun hE 0) 5
    simp [R₁, R₂, circulation] at h5
    have hab : J 6 7 = J 1 2 := by linarith
    refine ⟨J 1 2, ?_⟩
    rw [hab] at hE
    rw [perimeter_eq, smul_add]
    exact hE
  · rintro ⟨c, rfl⟩
    simp [P, circulation]

end

end NaphthaleneRingCurrents
```

```lean
#print axioms NaphthaleneRingCurrents.isBondCurrent_iff_existsUnique
#print axioms NaphthaleneRingCurrents.shared_bond
#print axioms NaphthaleneRingCurrents.three_circuits
#print axioms NaphthaleneRingCurrents.shared_bond_zero_iff
```

```
'NaphthaleneRingCurrents.isBondCurrent_iff_existsUnique' depends on axioms: [propext, Classical.choice, Quot.sound]
'NaphthaleneRingCurrents.shared_bond' depends on axioms: [propext, Classical.choice, Quot.sound]
'NaphthaleneRingCurrents.three_circuits' depends on axioms: [propext, Classical.choice, Quot.sound]
'NaphthaleneRingCurrents.shared_bond_zero_iff' depends on axioms: [propext, Classical.choice, Quot.sound]
```
